# The decaying solution of the two-bead PI+GLE fluctuation condition is an alternating series

In the PI+GLE method, the same generalised Langevin (GLE) thermostat acts on every mode of a path-integral ring polymer. Fitting it for a two-bead simulation requires a target curve: the position variance c that the thermostat should give a ring-polymer mode, as a function of the mode's squared frequency. For a harmonic oscillator, the bead average must reproduce the quantum variance. In a scaled squared frequency s, this requirement reads

F(s) + F(s+1) = H(s),

where F is the rescaled c and H is twice the quantum variance. The theorems below show that, if F also vanishes at large s, the curve is fixed and can be computed by summing a series.

## The series and the shift equation

```lean
import Mathlib

open Filter Topology Set

namespace TwoBeadPIGLE

noncomputable section

/-- The sum of the first `N` terms of the alternating series `∑ (-1)^n H(s+n)`. -/
def partialSum (H : ℝ → ℝ) (s : ℝ) (N : ℕ) : ℝ :=
  ∑ n ∈ Finset.range N, (-1) ^ n * H (s + n)
```

For a real function H, `partialSum H s N` is the sum of the first N terms,

S_N(s) = H(s) − H(s+1) + … + (−1)^(N−1) H(s+N−1),

with S_0(s) = 0.

```lean
/-- The alternating series `∑ (-1)^n H(s+n)`, as the limit of its partial sums;
it is meant for those `s` at which they converge. -/
def altSeries (H : ℝ → ℝ) (s : ℝ) : ℝ := limUnder atTop (partialSum H s)
```

`altSeries H s`, written A(s) below, is the limit of S_N(s) as N grows. The order of summation matters: for the oscillator, H(s+n) falls only as n^(−1/2), so the series does not converge absolutely. Since `limUnder` returns a number even where there is no limit, convergence has to be proved separately.

```lean
/-- `F` solves the scaled fluctuation condition `F(s) + F(s+1) = H(s)` for `s > 0`
and tends to zero at high frequency. -/
def IsDecayingSolution (H F : ℝ → ℝ) : Prop :=
  (∀ s > 0, F s + F (s + 1) = H s) ∧ Tendsto F atTop (𝓝 0)
```

This names a property of F: the equation holds for every s > 0, and F(s) → 0 as s → ∞. The second part is what `Tendsto F atTop (𝓝 0)` says. Physically, a very stiff mode has vanishing position spread.

## The two-bead oscillator

```lean
/-- Position variance of a quantum harmonic oscillator of mass `m` and frequency `ω` at inverse
temperature `β`, for positive `m`, `β`, `hbar` and `ω`. -/
def thermalVariance (m β hbar ω : ℝ) : ℝ :=
  hbar / (2 * m * ω) * (Real.cosh (β * hbar * ω / 2) / Real.sinh (β * hbar * ω / 2))
```

With β = 1/(k_B T), this is the quantum variance

V(ω) = ħ/(2mω) · coth(βħω/2).

```lean
/-- Twice the quantum variance as a function of `s = (β hbar ω)² / 16`, for positive
`m`, `β`, `hbar` and `s`. -/
def scaledTarget (m β hbar s : ℝ) : ℝ :=
  2 * thermalVariance m β hbar (4 * √s / (β * hbar))
```

Setting s = (βħω)²/16 gives ω = 4√s/(βħ). The right-hand side of the shift equation is then H(s) = 2V(4√s/(βħ)).

```lean
/-- The two-bead fluctuation condition: the variance `c`, a function of squared frequency,
averaged over the two ring-polymer modes equals the quantum variance at every `ω > 0`.
Here `β` and `hbar` are positive. -/
def FluctuationCondition (m β hbar : ℝ) (c : ℝ → ℝ) : Prop :=
  ∀ ω > 0, (c (ω ^ 2) + c (ω ^ 2 + 4 * (2 / (β * hbar)) ^ 2)) / 2 = thermalVariance m β hbar ω
```

With ω₂ = 2/(βħ), the condition at every ω > 0 is

[c(ω²) + c(ω² + 4ω₂²)]/2 = V(ω).

Because 4ω₂² = 16/(βħ)², moving from the first mode to the second raises s by exactly 1. The definition takes c as given; whether a particular GLE can produce it is a separate question.

```lean
/-- The potential of a two-bead harmonic ring polymer with spring frequency `Ω` separates into
normal modes of squared frequencies `ω²` and `ω² + 4Ω²`. -/
theorem two_bead_normal_modes (m ω Ω q₁ q₂ : ℝ) :
    m * ω ^ 2 / 2 * (q₁ ^ 2 + q₂ ^ 2) + m * Ω ^ 2 / 2 * ((q₁ - q₂) ^ 2 + (q₂ - q₁) ^ 2) =
      m * ω ^ 2 / 2 * ((q₁ + q₂) / √2) ^ 2 +
        m * (ω ^ 2 + 4 * Ω ^ 2) / 2 * ((q₁ - q₂) / √2) ^ 2 := by
  rw [div_pow, div_pow, Real.sq_sqrt (by norm_num)]
  ring
```

In each `theorem` of this file, the claim stands after the last colon before the first `:=`, and the proof follows. Here Ω is the spring frequency, and the normal modes are u = (q₁+q₂)/√2 and v = (q₁−q₂)/√2. Then

q₁² + q₂² = u² + v²,
(q₁−q₂)² + (q₂−q₁)² = 4v²,

so the squared frequencies are ω² and ω² + 4Ω². The first identity also shows why the mean bead variance is the average over the two modes. In the proof, `rw` replaces (√2)² by 2 and `ring` does the algebra.

## Convergence, uniqueness and truncation

```lean
/-- For `H` antitone on `s > 0` and tending to zero, the alternating series converges
at every `s > 0`. -/
theorem series_tendsto {H : ℝ → ℝ} (hH : AntitoneOn H (Ioi 0)) (h0 : Tendsto H atTop (𝓝 0))
    {s : ℝ} (hs : 0 < s) : Tendsto (partialSum H s) atTop (𝓝 (altSeries H s)) := by
  have ha : Antitone (fun n : ℕ => H (s + n)) := fun a b hab =>
    hH (mem_Ioi.2 (by positivity)) (mem_Ioi.2 (by positivity)) (by gcongr)
  have hl : Tendsto (fun n : ℕ => H (s + n)) atTop (𝓝 0) :=
    h0.comp (tendsto_atTop_add_const_left atTop s tendsto_natCast_atTop_atTop)
  exact tendsto_nhds_limUnder (ha.tendsto_alternating_series_of_tendsto_zero hl)
```

`AntitoneOn H (Ioi 0)` means that H never increases on s > 0. The sums S_2k(s) then rise with k, the sums S_(2k+1)(s) fall, and their gap H(s+2k) tends to zero, so both reach the same limit. In Lean, `ha` and `hl` supply monotonicity and decay along s, s+1, s+2, …, and Mathlib's alternating series test does the rest.

```lean
/-- For `H` antitone on `s > 0` and tending to zero, the series at `s > 0` lies between
`H(s) - H(s+1)` and `H(s)`. -/
theorem series_bounds {H : ℝ → ℝ} (hH : AntitoneOn H (Ioi 0)) (h0 : Tendsto H atTop (𝓝 0))
    {s : ℝ} (hs : 0 < s) : H s - H (s + 1) ≤ altSeries H s ∧ altSeries H s ≤ H s := by
  have ha : Antitone (fun n : ℕ => H (s + n)) := fun a b hab =>
    hH (mem_Ioi.2 (by positivity)) (mem_Ioi.2 (by positivity)) (by gcongr)
  have ht := series_tendsto hH h0 hs
  have h1 := ha.alternating_series_le_tendsto ht 1
  have h2 := ha.tendsto_le_alternating_series ht 0
  norm_num [Finset.sum_range_succ] at h1 h2
  exact ⟨by linarith, h2⟩
```

The limit lies above every even partial sum and below every odd one. Taking S_2 and S_1 gives

H(s) − H(s+1) ≤ A(s) ≤ H(s).

These are `h1` and `h2` in the proof.

```lean
/-- If `F(s) + F(s+1) = H(s)` for all `s > 0`, the partial sums of the alternating series at any
`s > 0` telescope to `F(s)` minus the remainder `(-1)^N F(s+N)`. -/
theorem partialSum_telescope {H F : ℝ → ℝ} (hF : ∀ s > 0, F s + F (s + 1) = H s)
    {s : ℝ} (hs : 0 < s) (N : ℕ) : partialSum H s N = F s - (-1) ^ N * F (s + N) := by
  unfold partialSum
  induction N with
  | zero => simp
  | succ N ih =>
    have e := hF (s + N) (by positivity)
    have e' : s + ((N + 1 : ℕ) : ℝ) = s + N + 1 := by push_cast; ring
    rw [Finset.sum_range_succ, ih, ← e, e']
    ring
```

For any solution F, decaying or not, and any s > 0,

S_N(s) = F(s) − (−1)^N F(s+N).

At N = 0 both sides vanish. To go from N to N+1, add (−1)^N H(s+N) = (−1)^N [F(s+N) + F(s+N+1)]. The terms in F(s+N) cancel, leaving F(s) − (−1)^(N+1) F(s+N+1). The `induction` block follows these two steps.

```lean
/-- For `H` antitone on `s > 0` and tending to zero, the alternating series is a decaying solution
of `F(s) + F(s+1) = H(s)` on `s > 0`, and every decaying solution equals it there. -/
theorem unique_decaying_solution {H : ℝ → ℝ} (hH : AntitoneOn H (Ioi 0))
    (h0 : Tendsto H atTop (𝓝 0)) :
    IsDecayingSolution H (altSeries H) ∧
      ∀ F, IsDecayingSolution H F → EqOn F (altSeries H) (Ioi 0) := by
  refine ⟨⟨fun s hs => ?_, ?_⟩, fun F hF s hs => ?_⟩
  · -- removing the first term shifts the series by one and flips its sign
    have h1 := (series_tendsto hH h0 hs).comp (tendsto_add_atTop_nat 1)
    have h2 := (series_tendsto hH h0 (show 0 < s + 1 by linarith)).const_sub (H s)
    have h3 : ∀ N, H s - partialSum H (s + 1) N = (partialSum H s ∘ fun n => n + 1) N := by
      intro N
      have e : ∑ n ∈ Finset.range N, (-1 : ℝ) ^ (n + 1) * H (s + ((n + 1 : ℕ) : ℝ)) =
          -∑ n ∈ Finset.range N, (-1 : ℝ) ^ n * H (s + 1 + n) := by
        rw [← Finset.sum_neg_distrib]
        refine Finset.sum_congr rfl fun n _ => ?_
        rw [show s + ((n + 1 : ℕ) : ℝ) = s + 1 + n by push_cast; ring]
        ring
      simp only [Function.comp_apply, partialSum]
      rw [Finset.sum_range_succ', e]
      simp only [pow_zero, Nat.cast_zero, add_zero, one_mul]
      ring
    have h4 := tendsto_nhds_unique h1 (h2.congr h3)
    linarith
  · -- the series is squeezed between zero and `H`
    refine squeeze_zero' ?_ ?_ h0
    · filter_upwards [eventually_gt_atTop (0 : ℝ)] with s hs
      have h1 := (series_bounds hH h0 hs).1
      have h2 := hH (mem_Ioi.2 hs) (mem_Ioi.2 (show 0 < s + 1 by linarith)) (by linarith)
      linarith
    · filter_upwards [eventually_gt_atTop (0 : ℝ)] with s hs
      exact (series_bounds hH h0 hs).2
  · -- the telescoped remainder vanishes because `F` decays
    have hs' : 0 < s := hs
    have hr : Tendsto (fun N : ℕ => F (s + N)) atTop (𝓝 0) :=
      hF.2.comp (tendsto_atTop_add_const_left atTop s tendsto_natCast_atTop_atTop)
    have hz : Tendsto (fun N : ℕ => (-1 : ℝ) ^ N * F (s + N)) atTop (𝓝 0) := by
      refine squeeze_zero_norm (fun N => ?_) (by simpa using hr.norm)
      simp
    have h1 := hz.const_sub (F s)
    rw [sub_zero] at h1
    exact tendsto_nhds_unique (h1.congr fun N => (partialSum_telescope hF.1 hs' N).symm)
      (series_tendsto hH h0 hs')
```

This is the general result: A is a decaying solution, and every decaying solution equals A on s > 0 (`EqOn`). Values at s ≤ 0 are unrestricted. The three bullets of the proof correspond to three arguments.

First, separating the leading term gives S_(N+1)(s) = H(s) − S_N(s+1). In the limit, A(s) = H(s) − A(s+1), which is the equation.

Second, 0 ≤ H(s) − H(s+1) ≤ A(s) ≤ H(s), so A decays with H.

Third, if F decays, the remainder (−1)^N F(s+N) in the telescoped sum vanishes. Thus S_N(s) tends to F(s) as well as to A(s), and limits are unique.

```lean
/-- For `H` antitone on `s > 0` and tending to zero, stopping the series after `N` terms at
`s > 0` costs at most the first omitted term `H(s+N)`. -/
theorem truncation_error {H : ℝ → ℝ} (hH : AntitoneOn H (Ioi 0)) (h0 : Tendsto H atTop (𝓝 0))
    {s : ℝ} (hs : 0 < s) (N : ℕ) : |altSeries H s - partialSum H s N| ≤ H (s + N) := by
  have hp : 0 < s + N := by positivity
  have hb := series_bounds hH h0 hp
  have hm := hH (mem_Ioi.2 hp) (mem_Ioi.2 (show 0 < s + N + 1 by linarith)) (by linarith)
  rw [partialSum_telescope (unique_decaying_solution hH h0).1.1 hs N, sub_sub_cancel, abs_mul,
    abs_pow, abs_neg, abs_one, one_pow, one_mul, abs_of_nonneg (by linarith)]
  exact hb.2
```

Applying the telescoping formula to A itself gives

|A(s) − S_N(s)| = A(s+N) ≤ H(s+N).

The first omitted term therefore bounds the truncation error. For the oscillator this bound shrinks only as N^(−1/2), so direct summation may need many terms.

```lean
/-- Adding `a cos(πs)` to a solution of `F(s) + F(s+1) = H(s)` on `s > 0` again gives a solution of
the same equation. -/
theorem add_oscillation {H F : ℝ → ℝ} (hF : ∀ s > 0, F s + F (s + 1) = H s) (a : ℝ) :
    ∀ s > 0, (F s + a * Real.cos (Real.pi * s)) +
      (F (s + 1) + a * Real.cos (Real.pi * (s + 1))) = H s := by
  intro s hs
  rw [mul_add, mul_one, Real.cos_add_pi]
  linarith [hF s hs]
```

Since cos(π(s+1)) = −cos(πs), adding a·cos(πs) leaves the equation intact. Requiring F merely to stay bounded as s → ∞ would therefore not make it unique. A true variance is nonnegative, and then the equation alone gives 0 ≤ F(s) ≤ H(s), hence decay; this last remark is a side argument that the file does not contain.

## The harmonic target and its variance curve

```lean
/-- The hyperbolic cotangent is antitone on the positive axis. -/
theorem coth_antitone {a b : ℝ} (ha : 0 < a) (hab : a ≤ b) :
    Real.cosh b / Real.sinh b ≤ Real.cosh a / Real.sinh a := by
  rw [div_le_div_iff₀ (Real.sinh_pos_iff.2 (ha.trans_le hab)) (Real.sinh_pos_iff.2 ha)]
  have h := Real.sinh_nonneg_iff.2 (sub_nonneg.2 hab)
  rw [Real.sinh_sub] at h
  linarith
```

For 0 < a ≤ b,

0 ≤ sinh(b−a) = sinh b cosh a − cosh b sinh a.

Dividing by sinh a sinh b > 0 gives coth b ≤ coth a. The proof clears the denominators first and then uses the same identity.

```lean
/-- For positive mass, inverse temperature and `hbar`, the scaled harmonic target is antitone
on `s > 0` and tends to zero at infinity. -/
theorem scaledTarget_admissible {m β hbar : ℝ} (hm : 0 < m) (hβ : 0 < β) (hh : 0 < hbar) :
    AntitoneOn (scaledTarget m β hbar) (Ioi 0) ∧
      Tendsto (scaledTarget m β hbar) atTop (𝓝 0) := by
  have hk : 0 < β * hbar := mul_pos hβ hh
  have hc : ∀ x : ℝ, 0 < x → 0 ≤ Real.cosh x / Real.sinh x := fun x hx =>
    div_nonneg (Real.cosh_pos x).le (Real.sinh_pos_iff.2 hx).le
  constructor
  · intro s hs t ht hst
    have hs' : 0 < s := hs
    have ht' : 0 < t := ht
    have hr : √s ≤ √t := Real.sqrt_le_sqrt hst
    have ha : 0 < 4 * √s / (β * hbar) := by positivity
    have hb : 0 < 4 * √t / (β * hbar) := by positivity
    have hab : 4 * √s / (β * hbar) ≤ 4 * √t / (β * hbar) := by gcongr
    unfold scaledTarget thermalVariance
    refine mul_le_mul_of_nonneg_left (mul_le_mul ?_ ?_ (hc _ (by positivity)) ?_) (by norm_num)
    · exact div_le_div_of_nonneg_left hh.le (by positivity)
        (mul_le_mul_of_nonneg_left hab (by positivity))
    · refine coth_antitone (by positivity) ?_
      have := mul_le_mul_of_nonneg_left hab hk.le
      linarith
    · positivity
  · -- the prefactor decays like `1/ω`, while coth stays bounded for `ω ≥ 1`
    have hv : Tendsto (thermalVariance m β hbar) atTop (𝓝 0) := by
      have hg : Tendsto (fun ω : ℝ => 2 * m * ω) atTop atTop :=
        tendsto_id.const_mul_atTop (by positivity)
      have hl := (hg.const_div_atTop hbar).mul_const
        (Real.cosh (β * hbar / 2) / Real.sinh (β * hbar / 2))
      rw [zero_mul] at hl
      refine squeeze_zero' ?_ ?_ hl
      · filter_upwards [eventually_gt_atTop (0 : ℝ)] with ω hω
        exact mul_nonneg (by positivity) (hc _ (by positivity))
      · filter_upwards [eventually_ge_atTop (1 : ℝ)] with ω hω
        have hω' : 0 < ω := by linarith
        refine mul_le_mul_of_nonneg_left (coth_antitone (by positivity) ?_) (by positivity)
        nlinarith
    have hq : Tendsto (fun s : ℝ => 4 * √s / (β * hbar)) atTop atTop :=
      (Real.tendsto_sqrt_atTop.const_mul_atTop (by norm_num)).atTop_div_const hk
    have h := (hv.comp hq).const_mul 2
    rw [mul_zero] at h
    exact h
```

The oscillator's H meets both hypotheses of the general result. Written out,

H(s) = βħ²/(4m√s) · coth(2√s),

a product of two positive decreasing factors. For the limit, the proof works with ω and uses, for ω ≥ 1 in the chosen units,

0 ≤ V(ω) ≤ ħ/(2mω) · coth(βħ/2),

whose right-hand side tends to zero.

```lean
/-- For positive `m`, `β` and `hbar`, a variance `c` meets the two-bead fluctuation condition and
tends to zero at high frequency exactly when, at each squared frequency `w > 0`, it is the
alternating series of the scaled target at `s = (β hbar)² w / 16`. -/
theorem fluctuationCondition_iff {m β hbar : ℝ} (hm : 0 < m) (hβ : 0 < β) (hh : 0 < hbar)
    (c : ℝ → ℝ) :
    (FluctuationCondition m β hbar c ∧ Tendsto c atTop (𝓝 0)) ↔
      ∀ w > 0, c w = altSeries (scaledTarget m β hbar) ((β * hbar) ^ 2 * w / 16) := by
  have hk : 0 < β * hbar := mul_pos hβ hh
  obtain ⟨hA, hL⟩ := scaledTarget_admissible hm hβ hh
  obtain ⟨hsol, huniq⟩ := unique_decaying_solution hA hL
  constructor
  · rintro ⟨hc, hl⟩ w hw
    -- in the scaled variable, `c` is a decaying solution
    have hF : IsDecayingSolution (scaledTarget m β hbar)
        (fun s => c (16 * s / (β * hbar) ^ 2)) := by
      refine ⟨fun s hs => ?_, ?_⟩
      · have hs' : 0 < s := hs
        have e := hc (4 * √s / (β * hbar)) (by positivity)
        have e1 : (4 * √s / (β * hbar)) ^ 2 = 16 * s / (β * hbar) ^ 2 := by
          rw [div_pow, mul_pow, Real.sq_sqrt hs'.le]
          norm_num
        have e2 : 16 * s / (β * hbar) ^ 2 + 4 * (2 / (β * hbar)) ^ 2 =
            16 * (s + 1) / (β * hbar) ^ 2 := by ring
        rw [e1, e2] at e
        simp only [scaledTarget]
        linarith
      · exact hl.comp ((tendsto_id.const_mul_atTop (by norm_num)).atTop_div_const (by positivity))
    have h := huniq _ hF (mem_Ioi.2 (show 0 < (β * hbar) ^ 2 * w / 16 by positivity))
    have e : 16 * ((β * hbar) ^ 2 * w / 16) / (β * hbar) ^ 2 = w := by field_simp
    simpa only [e] using h
  · intro h
    refine ⟨fun ω hω => ?_, ?_⟩
    · have hω' : 0 < ω := hω
      have hx : β * hbar * (2 / (β * hbar)) = 2 := by field_simp
      have e : (β * hbar) ^ 2 * (ω ^ 2 + 4 * (2 / (β * hbar)) ^ 2) / 16 =
          (β * hbar) ^ 2 * ω ^ 2 / 16 + 1 := by
        linear_combination (β * hbar * (2 / (β * hbar)) + 2) / 4 * hx
      have ht : scaledTarget m β hbar ((β * hbar) ^ 2 * ω ^ 2 / 16) =
          2 * thermalVariance m β hbar ω := by
        unfold scaledTarget
        rw [show (β * hbar) ^ 2 * ω ^ 2 / 16 = (β * hbar * ω / 4) ^ 2 by ring,
          Real.sqrt_sq (by positivity),
          show 4 * (β * hbar * ω / 4) / (β * hbar) = ω by field_simp]
      have hs := hsol.1 ((β * hbar) ^ 2 * ω ^ 2 / 16) (by positivity)
      rw [h (ω ^ 2) (by positivity), h (ω ^ 2 + 4 * (2 / (β * hbar)) ^ 2) (by positivity), e]
      linarith
    · have hq : Tendsto (fun w : ℝ => (β * hbar) ^ 2 * w / 16) atTop atTop :=
        (tendsto_id.const_mul_atTop (by positivity)).atTop_div_const (by norm_num)
      refine (hsol.2.comp hq).congr' ?_
      filter_upwards [eventually_gt_atTop (0 : ℝ)] with w hw
      exact (h w hw).symm

end

end TwoBeadPIGLE
```

For positive m, β and ħ, the curve c satisfies the two-bead condition and decays if and only if

c(w) = A((βħ)² w/16) for every w > 0,

where w is the squared frequency and A is built from the oscillator's H.

From left to right, set F(s) = c(16s/(βħ)²). Inserting ω = 4√s/(βħ) into the condition and doubling it gives F(s) + F(s+1) = H(s). F inherits the decay of c, so uniqueness gives F = A. From right to left, put s = (βħω)²/16 in A(s) + A(s+1) = H(s) and halve it; the decay of A carries over to c. In Lean, the equalities named `e`, `e1`, `e2` and `ht` handle the change of variable.

At low frequency, H(s) diverges while A(s+1) stays bounded, so A(s) approaches H(s) in ratio and

c(ω²) ≈ 2/(βmω²).

This is the classical variance at temperature 2T, the value that the u mode has in an ordinary two-bead simulation.

```lean
#print axioms TwoBeadPIGLE.two_bead_normal_modes
#print axioms TwoBeadPIGLE.truncation_error
#print axioms TwoBeadPIGLE.add_oscillation
#print axioms TwoBeadPIGLE.fluctuationCondition_iff
```

```
'TwoBeadPIGLE.two_bead_normal_modes' depends on axioms: [propext, Classical.choice, Quot.sound]
'TwoBeadPIGLE.truncation_error' depends on axioms: [propext, Classical.choice, Quot.sound]
'TwoBeadPIGLE.add_oscillation' depends on axioms: [propext, Classical.choice, Quot.sound]
'TwoBeadPIGLE.fluctuationCondition_iff' depends on axioms: [propext, Classical.choice, Quot.sound]
```
